# Fourth order from five Strang steps, one of them backward

To reduce the time-step error of a split propagator, a code can replace each Strang step

$$S(t)=e^{tA/2}e^{tB}e^{tA/2}$$

by $S(pt)^2S((1-4p)t)S(pt)^2$, with $p=1/(4-4^{1/3})$. For finite matrices this matches $e^{t(A+B)}$ up to $O(t^5)$, but the middle step runs backward. In auxiliary-field Monte Carlo on a finite basis, $A$ and $B$ can be minus the one-body and interaction Hamiltonians and $t$ the imaginary-time step; the middle factors then grow where the others damp.

## Finite matrices and a real step

`A` and `B` are arbitrary complex square matrices, so factors of $-i$ can be absorbed for real-time evolution. The norm is the largest absolute row sum.

In Lean 4 with Mathlib:

```lean
import Mathlib

open Asymptotics NormedSpace
open scoped Topology Matrix.Norms.Operator

namespace SuzukiFourthOrder

noncomputable section

variable {E : Type*} [NormedAddCommGroup E] [NormedSpace ℝ E]
variable {R : Type*} [NormedRing R] [NormedAlgebra ℝ R]
variable {n : Type*} [Fintype n] [DecidableEq n]

/-- The symmetric Trotter (Strang) step `exp(tA/2) exp(tB) exp(tA/2)`. -/
def strang (A B : Matrix n n ℂ) (t : ℝ) : Matrix n n ℂ :=
  exp ((t / 2) • A) * exp (t • B) * exp ((t / 2) • A)
```

For a list $c$ of real fractions, write $F_c(t)=\prod_i S(c_it)$, in list order; this is `composition`.

```lean
/-- Successive Strang steps whose durations are the fractions `c` of the time `t`. -/
def composition (A B : Matrix n n ℂ) (c : List ℝ) (t : ℝ) : Matrix n n ℂ :=
  (c.map fun r => strang A B (r * t)).prod

/-- Suzuki's fraction `p = 1/(4 - 4^(1/3))`. -/
def suzukiP : ℝ := 1 / (4 - 4 ^ ((1 : ℝ) / 3))
```

`HasJet f a b c d` says that $f$ has Taylor coefficients $1,a,b,c,d$ with remainder $O(t^5)$.

```lean
/-- Near `t = 0`, `f(t) = 1 + ta + t²b + t³c + t⁴d + O(t⁵)`. -/
def HasJet (f : ℝ → R) (a b c d : R) : Prop :=
  (fun t : ℝ => f t - (1 + t • a + t ^ 2 • b + t ^ 3 • c + t ^ 4 • d)) =O[𝓝 0]
    fun t : ℝ => t ^ 5
```

Finiteness makes these expansions valid in norm. For an unbounded kinetic energy they can fail, and a backward imaginary-time factor is itself unbounded.

Let $R_k(t)=e^{tX}-\sum_{j<k}t^jX^j/j!$. Then $R_{k+1}(0)=0$ and $R_{k+1}'=R_kX$, so $R_k=O(t^k)$ implies $R_{k+1}=O(t^{k+1})$. `isBigO_of_deriv` supplies this integration through the mean value inequality, and `exp_jet` runs the induction. `HasJet.mul` and `HasJet.scale` multiply and rescale expansions.

```lean
/-- A differentiable function that vanishes at `t = 0` and has a derivative of order `t^k`
is itself of order `t^(k+1)`. -/
theorem isBigO_of_deriv {f f' : ℝ → E} {k : ℕ} (h0 : f 0 = 0)
    (hd : ∀ t, HasDerivAt f (f' t) t) (hf : f' =O[𝓝 0] fun t : ℝ => t ^ k) :
    f =O[𝓝 0] fun t : ℝ => t ^ (k + 1) := by
  obtain ⟨C, hC, hw⟩ := hf.exists_pos
  obtain ⟨ε, hε, hb⟩ := Metric.eventually_nhds_iff.1 hw.bound
  refine IsBigO.of_bound C (Metric.eventually_nhds_iff.2 ⟨ε, hε, fun t ht => ?_⟩)
  have ht' : |t| < ε := by simpa using ht
  have bound : ∀ s ∈ Metric.closedBall (0 : ℝ) |t|, ‖f' s‖ ≤ C * |t| ^ k := by
    intro s hs
    have hs' : |s| ≤ |t| := by simpa using hs
    calc ‖f' s‖ ≤ C * ‖s ^ k‖ := hb (by simpa using hs'.trans_lt ht')
      _ = C * |s| ^ k := by rw [norm_pow, Real.norm_eq_abs]
      _ ≤ C * |t| ^ k := by gcongr
  -- mean value inequality on the interval of radius |t|
  have key := Convex.norm_image_sub_le_of_norm_hasDerivWithin_le
    (fun s _ => (hd s).hasDerivWithinAt) bound (convex_closedBall (0 : ℝ) |t|)
    (show (0 : ℝ) ∈ _ by simp) (show t ∈ _ by simp)
  simp only [h0, sub_zero, Real.norm_eq_abs] at key
  calc ‖f t‖ ≤ C * |t| ^ k * |t| := key
    _ = C * ‖t ^ (k + 1)‖ := by rw [norm_pow, Real.norm_eq_abs, pow_succ, mul_assoc]

/-- Short-time expansions multiply like polynomials, with the order of operators kept. -/
theorem HasJet.mul {f g : ℝ → R} {a b c d a' b' c' d' : R}
    (hf : HasJet f a b c d) (hg : HasJet g a' b' c' d') :
    HasJet (fun t => f t * g t) (a + a') (b + b' + a * a')
      (c + c' + a * b' + b * a') (d + d' + a * c' + b * b' + c * a') := by
  unfold HasJet at *
  have poly : ∀ a b c d : R, (fun t : ℝ => 1 + t • a + t ^ 2 • b + t ^ 3 • c + t ^ 4 • d)
      =O[𝓝 0] fun _ => (1 : ℝ) := fun a b c d =>
    ((by fun_prop : Continuous fun t : ℝ =>
      1 + t • a + t ^ 2 • b + t ^ 3 • c + t ^ 4 • d).tendsto 0).isBigO_one ℝ
  have h5 : (fun t : ℝ => t ^ 5) =O[𝓝 0] fun _ => (1 : ℝ) :=
    ((continuous_pow 5).tendsto 0).isBigO_one ℝ
  have bdd : g =O[𝓝 0] fun _ => (1 : ℝ) :=
    ((hg.trans h5).add (poly a' b' c' d')).congr_left fun t => sub_add_cancel _ _
  -- the terms of degree five to eight
  have rest := (isBigO_refl (fun t : ℝ => t ^ 5) (𝓝 0)).smul
    (((by fun_prop : Continuous fun t : ℝ => (a * d' + b * c' + c * b' + d * a')
      + t • (b * d' + c * c' + d * b') + t ^ 2 • (c * d' + d * c')
      + t ^ 3 • (d * d')).tendsto 0).isBigO_one ℝ)
  have h1 := hf.mul bdd
  have h2 := (poly a b c d).mul hg
  simp only [mul_one, one_mul, smul_eq_mul] at h1 h2 rest
  refine ((h1.add h2).add rest).congr_left fun t => ?_
  simp only [mul_add, add_mul, mul_sub, sub_mul, smul_mul_assoc, mul_smul_comm,
    one_mul, mul_one]
  module

/-- Rescaling time by `r` multiplies the coefficient of `t^k` by `r^k`. -/
theorem HasJet.scale {f : ℝ → R} {a b c d : R} (hf : HasJet f a b c d) (r : ℝ) :
    HasJet (fun t => f (r * t)) (r • a) (r ^ 2 • b) (r ^ 3 • c) (r ^ 4 • d) := by
  unfold HasJet at *
  have k : Filter.Tendsto (fun t : ℝ => r * t) (𝓝 0) (𝓝 0) := by
    have h := (by fun_prop : Continuous fun t : ℝ => r * t).tendsto 0
    rwa [mul_zero] at h
  have h5 : (fun t : ℝ => (r * t) ^ 5) =O[𝓝 0] fun t : ℝ => t ^ 5 :=
    (isBigO_const_mul_self (r ^ 5) (fun t : ℝ => t ^ 5) (𝓝 0)).congr_left
      fun t => (mul_pow r t 5).symm
  refine ((hf.comp_tendsto k).trans h5).congr_left fun t => ?_
  simp only [Function.comp_apply]
  module

/-- The matrix exponential `exp(tX)` has the Taylor coefficients `X^k/k!` for `k ≤ 4`, with
remainder `O(t⁵)`. -/
theorem exp_jet (X : Matrix n n ℂ) : HasJet (fun t : ℝ => exp (t • X)) X
    ((1 / 2 : ℝ) • X ^ 2) ((1 / 6 : ℝ) • X ^ 3) ((1 / 24 : ℝ) • X ^ 4) := by
  have poly : ∀ (k : ℕ) (t : ℝ), HasDerivAt
      (fun t : ℝ => ∑ j ∈ Finset.range (k + 1), (t ^ j / (j.factorial : ℝ)) • X ^ j)
      ((∑ j ∈ Finset.range k, (t ^ j / (j.factorial : ℝ)) • X ^ j) * X) t := by
    intro k t
    induction k with
    | zero =>
      simp only [zero_add, Finset.sum_range_one, Finset.sum_range_zero, zero_mul, pow_zero,
        Nat.factorial_zero, Nat.cast_one, div_one, one_smul]
      exact hasDerivAt_const t (1 : Matrix n n ℂ)
    | succ k ih =>
      have h := ((hasDerivAt_pow (k + 1) t).div_const
        ((k + 1).factorial : ℝ)).smul_const (X ^ (k + 1))
      have e : ((k + 1 : ℕ) : ℝ) * t ^ (k + 1 - 1) / ((k + 1).factorial : ℝ)
          = t ^ k / (k.factorial : ℝ) := by
        have hk : (k.factorial : ℝ) ≠ 0 := by positivity
        rw [Nat.factorial_succ, Nat.add_sub_cancel]
        push_cast
        field_simp
      rw [e] at h
      simp only [Finset.sum_range_succ _ (k + 1)]
      refine (ih.fun_add h).congr_deriv ?_
      rw [Finset.sum_range_succ _ k, add_mul, smul_mul_assoc, ← pow_succ]
  -- each remainder is the integral of the previous one times X
  have rem : ∀ k : ℕ, (fun t : ℝ => exp (t • X) -
      ∑ j ∈ Finset.range k, (t ^ j / (j.factorial : ℝ)) • X ^ j) =O[𝓝 0]
      fun t : ℝ => t ^ k := by
    intro k
    induction k with
    | zero =>
      exact ((hasDerivAt_exp_smul_const X (0 : ℝ)).continuousAt.tendsto.isBigO_one ℝ).congr
        (fun t => by simp; rfl) (fun t => by simp)
    | succ k ih =>
      refine isBigO_of_deriv (by simp [Finset.sum_range_succ'])
        (fun t => ((hasDerivAt_exp_smul_const X t).fun_sub (poly k t)).congr_deriv
          (sub_mul _ _ _).symm) ?_
      exact (ih.mul (isBigO_const_const X (one_ne_zero : (1 : ℝ) ≠ 0) _)).congr_right
        fun t => mul_one _
  refine (rem 5).congr_left fun t => ?_
  simp [Finset.sum_range_succ, Nat.factorial]
  module
```

## Fractions summing to one, cubes summing to zero

The condition $\sum c_i=1$ (`h1`) makes the steps cover the full time $t$; $\sum c_i^3=0$ (`h3`) cancels their leading errors.

Put $H=A+B$. Multiplying the three exponentials gives the $t^2$ coefficient

$$\tfrac12A^2+\tfrac12B^2+\tfrac12(AB+BA)=\tfrac12H^2.$$

Hence $S(t)=1+tH+\frac{t^2}{2}H^2+t^3(\frac16H^3+K)+O(t^4)$ for a fixed matrix $K$. Suppose a list has sum $s$, cube sum $q$ and $t^3$ coefficient $\frac{s^3}{6}H^3+qK$. Prepending $r$ gives

$$r^3\left(\tfrac16H^3+K\right)+\tfrac{rs^2+r^2s}{2}H^3+\tfrac{s^3}{6}H^3+qK
=\tfrac{(r+s)^3}{6}H^3+(r^3+q)K.$$

The lower coefficients become $(r+s)H$ and $\frac{(r+s)^2}{2}H^2$. `composition_jet` is this induction, with `module` comparing coefficients.

```lean
/-- Through order `t³`, a composition of Strang steps differs from `exp(st(A+B))`, with `s` the sum
of the fractions, only by `t³qK`, where `q` is the sum of their cubes and the matrix `K` is the same
for every list of fractions. -/
theorem composition_jet (A B : Matrix n n ℂ) : ∃ K, ∀ c : List ℝ, ∃ G,
    HasJet (composition A B c) (c.sum • (A + B)) ((c.sum ^ 2 / 2) • (A + B) ^ 2)
      ((c.sum ^ 3 / 6) • (A + B) ^ 3 + (c.map (· ^ 3)).sum • K) G := by
  have hA := exp_jet ((1 / 2 : ℝ) • A)
  have hide₂ : ∀ {f : ℝ → Matrix n n ℂ} {a b c d : Matrix n n ℂ}, HasJet f a b c d →
      ∃ C D, HasJet f a b C D := fun h => ⟨_, _, h⟩
  have hide₁ : ∀ {f : ℝ → Matrix n n ℂ} {a b c d : Matrix n n ℂ}, HasJet f a b c d →
      ∃ D, HasJet f a b c D := fun h => ⟨_, h⟩
  obtain ⟨C, D, hm⟩ := hide₂ ((hA.mul (exp_jet B)).mul hA)
  have hS : HasJet (strang A B) (A + B) ((1 / 2 : ℝ) • (A + B) ^ 2) C D := by
    convert hm using 1
    · funext t
      have h : (t / 2) • A = t • ((1 / 2 : ℝ) • A) := by module
      simp only [strang, h]
    · module
    · simp only [pow_succ, pow_zero, one_mul, smul_mul_assoc, mul_smul_comm, mul_add, add_mul]
      module
  refine ⟨C - (1 / 6 : ℝ) • (A + B) ^ 3, fun c => ?_⟩
  induction c with
  | nil =>
    refine ⟨0, (isBigO_zero (fun t : ℝ => t ^ 5) (𝓝 0)).congr_left fun t => ?_⟩
    simp [composition]
  | cons r l ih =>
    obtain ⟨G, hG⟩ := ih
    obtain ⟨G', h⟩ := hide₁ ((hS.scale r).mul hG)
    refine ⟨G', ?_⟩
    generalize A + B = H at h ⊢
    convert h using 1
    · funext t
      simp [composition]
    · simp only [List.sum_cons]
      module
    · simp only [List.sum_cons, pow_succ, pow_zero, one_mul, smul_mul_assoc, mul_smul_comm]
      module
    · simp only [List.sum_cons, List.map_cons, pow_succ, pow_zero, one_mul, smul_mul_assoc,
        mul_smul_comm, mul_assoc]
      module
```

Without `h1`, the empty list meets the other conditions but gives the identity, which is wrong to first order if $H\ne0$. Without `h3`, the list $[1]$ returns $S$ itself, with error $t^3K+O(t^4)$.

## A palindromic list

The condition `c.reverse = c` makes the sequence time-symmetric. Since $S(t)S(-t)=1$, adjacent factors cancel from the inside out when a composition is followed by its reversed list at $-t$.

```lean
/-- Time reversal: a composition is undone by the reversed list of steps run with `-t`. -/
theorem composition_reversible (A B : Matrix n n ℂ) (c : List ℝ) (t : ℝ) :
    composition A B c t * composition A B c.reverse (-t) = 1 := by
  have inv : ∀ (X : Matrix n n ℂ) (s : ℝ), exp (s • X) * exp ((-s) • X) = 1 := by
    intro X s
    rw [← Matrix.exp_add_of_commute _ _ (((Commute.refl X).smul_left s).smul_right (-s)),
      ← add_smul, add_neg_cancel, zero_smul, exp_zero]
  have hs : ∀ s, strang A B s * strang A B (-s) = 1 := by
    intro s
    unfold strang
    rw [neg_div]
    calc _ = exp ((s / 2) • A) * (exp (s • B) * (exp ((s / 2) • A) * exp ((-(s / 2)) • A))
          * exp ((-s) • B)) * exp ((-(s / 2)) • A) := by simp only [mul_assoc]
      _ = 1 := by rw [inv A, mul_one, inv B, mul_one, inv A]
  induction c with
  | nil => simp [composition]
  | cons r l ih =>
    simp only [composition, List.reverse_cons, List.map_append, List.prod_append,
      List.map_cons, List.prod_cons, List.map_nil, List.prod_nil, mul_one] at ih ⊢
    rw [mul_assoc, ← mul_assoc _ _ (strang A B (r * -t)), ih, one_mul, mul_neg, hs]
```

For a palindrome, therefore, $F_c(t)F_c(-t)=1$. If $G$ is the $t^4$ coefficient of $F_c$, the sum conditions give

$$0=2G-\tfrac13H^4+\tfrac14H^4,\qquad G=\tfrac1{24}H^4,$$

which is the exact coefficient. In the proof, `h4` is this cancellation.

```lean
/-- A palindromic composition of Strang steps whose fractions sum to one and whose cubes sum
to zero reproduces `exp(t(A+B))` up to `O(t⁵)`. -/
theorem palindromic_fourth_order (A B : Matrix n n ℂ) (c : List ℝ) (hp : c.reverse = c)
    (h1 : c.sum = 1) (h3 : (c.map (· ^ 3)).sum = 0) :
    (fun t : ℝ => composition A B c t - exp (t • (A + B))) =O[𝓝 0] fun t : ℝ => t ^ 5 := by
  obtain ⟨K, hK⟩ := composition_jet A B
  obtain ⟨G, hG⟩ := hK c
  rw [h1, h3] at hG
  generalize A + B = H at hG ⊢
  have hm := hG.mul (hG.scale (-1))
  have hU := exp_jet H
  unfold HasJet at hG hm hU
  -- reversibility removes the error of order t⁴
  have h4 : (fun t : ℝ => t ^ 4 • (G - (1 / 24 : ℝ) • H ^ 4)) =O[𝓝 0]
      fun t : ℝ => t ^ 5 := by
    refine (hm.const_smul_left (-1 / 2 : ℝ)).congr_left fun t => ?_
    have hr := composition_reversible A B c t
    rw [hp] at hr
    simp only [Pi.smul_apply, neg_one_mul, hr]
    simp only [pow_succ, pow_zero, one_mul, smul_mul_assoc, mul_smul_comm, mul_add, add_mul,
      mul_assoc]
    module
  refine ((hG.sub hU).add h4).congr_left fun t => ?_
  module
```

The same theorem applies to the three fractions $(u,1-2u,u)$ with $u=1/(2-2^{1/3})$: here $1-2u=-2^{1/3}u$, so the cubes cancel. Reordered as $(u,u,1-2u)$, they keep both sums but lose the symmetry, and for $A=\sigma_x$, $B=\sigma_z$ a $t^4$ error remains.

## A Strang step with a cubic error

Hypothesis `hS` says that $S(t)-e^{tH}$ is not $O(t^4)$, that is, $K\ne0$. If all fractions were nonnegative with sum one, then $q=\sum c_i^3>0$. The composition's error is $qt^3K+O(t^4)$, so its being $O(t^4)$ would force $K=0$. The proof compares $q$ times the single-step error with the composition's error. No palindrome is needed.

```lean
/-- If the Strang step itself is not accurate to `O(t⁴)`, then every composition of Strang steps
with fractions summing to one that is accurate to `O(t⁴)` contains a backward step. -/
theorem backward_step_necessary (A B : Matrix n n ℂ) (c : List ℝ)
    (hS : ¬ (fun t : ℝ => strang A B t - exp (t • (A + B))) =O[𝓝 0] fun t : ℝ => t ^ 4)
    (h1 : c.sum = 1)
    (hc : (fun t : ℝ => composition A B c t - exp (t • (A + B))) =O[𝓝 0]
      fun t : ℝ => t ^ 4) : ∃ r ∈ c, r < 0 := by
  by_contra! hn
  have pos : ∀ l : List ℝ, (∀ r ∈ l, 0 ≤ r) →
      0 ≤ (l.map (· ^ 3)).sum ∧ ((l.map (· ^ 3)).sum = 0 → l.sum = 0) := by
    intro l
    induction l with
    | nil => simp
    | cons r l ih =>
      intro h
      obtain ⟨i1, i2⟩ := ih fun s hs => h s (List.mem_cons_of_mem r hs)
      have hr : 0 ≤ r ^ 3 := pow_nonneg (h r List.mem_cons_self) 3
      simp only [List.map_cons, List.sum_cons]
      refine ⟨by linarith, fun h0 => ?_⟩
      have hr0 : r = 0 := pow_eq_zero_iff (by norm_num : 3 ≠ 0) |>.1 (by linarith)
      rw [hr0, i2 (by linarith), add_zero]
  have hq : (c.map (· ^ 3)).sum ≠ 0 := fun h => by
    have := (pos c hn).2 h
    linarith
  obtain ⟨K, hK⟩ := composition_jet A B
  obtain ⟨G, hG⟩ := hK c
  obtain ⟨G', hG'⟩ := hK [1]
  have hU := exp_jet (A + B)
  rw [h1] at hG
  generalize (c.map (· ^ 3)).sum = q at hq hG
  generalize A + B = H at *
  unfold HasJet at hG hG' hU
  have h54 : (fun t : ℝ => t ^ 5) =O[𝓝 0] fun t : ℝ => t ^ 4 :=
    ((isBigO_refl (fun t : ℝ => t ^ 4) (𝓝 0)).mul
      ((continuous_id.tendsto (0 : ℝ)).isBigO_one ℝ)).congr
      (fun t => by simp only [id]; ring) (fun t => mul_one _)
  have h4 : (fun t : ℝ => t ^ 4 • (q • (G' - (1 / 24 : ℝ) • H ^ 4)
      - (G - (1 / 24 : ℝ) • H ^ 4))) =O[𝓝 0] fun t : ℝ => t ^ 4 :=
    IsBigO.of_bound _ (Filter.Eventually.of_forall fun t =>
      ((norm_smul _ _).trans (mul_comm _ _)).le)
  -- the t³ error of one step, times q, is the t³ error of the composition
  refine hS ((isBigO_const_smul_left hq).1 ?_)
  refine (((hc.sub ((hG.sub hU).trans h54)).add
    (((hG'.sub hU).trans h54).const_smul_left q)).add h4).congr_left fun t => ?_
  simp only [Pi.smul_apply, composition, List.map_cons, List.map_nil, List.prod_cons,
    List.prod_nil, List.sum_cons, List.sum_nil, mul_one, one_mul]
  module
```

If $A$ and $B$ commute, `hS` fails: $S$ is exact and $[1]$ needs no backward step. The theorem concerns products of whole Strang steps, not splittings with independently chosen $A$ and $B$ durations.

## Suzuki's fractions on a bounded interval

Near zero, $\|f(t)\|\le C|t|^5$ for $|t|<\varepsilon$. On the rest of $|t|\le1$, continuity gives $\|f(t)\|\le L\le(L/\varepsilon^5)|t|^5$. `uniform_bound` adds the two constants.

```lean
omit [NormedSpace ℝ E] in
/-- A continuous function that is `O(t⁵)` near `t = 0` obeys a bound `M|t|⁵` for `|t| ≤ 1`. -/
theorem uniform_bound {f : ℝ → E} (hf : Continuous f)
    (h : f =O[𝓝 0] fun t : ℝ => t ^ 5) : ∃ M, ∀ t : ℝ, |t| ≤ 1 → ‖f t‖ ≤ M * |t| ^ 5 := by
  obtain ⟨C, hC, hw⟩ := h.exists_pos
  obtain ⟨ε, hε, hb⟩ := Metric.eventually_nhds_iff.1 hw.bound
  obtain ⟨L, hL⟩ := (isCompact_Icc (a := (-1 : ℝ)) (b := 1)).exists_bound_of_continuousOn
    hf.continuousOn
  refine ⟨C + |L| / ε ^ 5, fun t ht => ?_⟩
  have p1 : 0 ≤ C * |t| ^ 5 := by positivity
  have p2 : 0 ≤ |L| / ε ^ 5 * |t| ^ 5 := by positivity
  rw [add_mul]
  rcases lt_or_ge |t| ε with hs | hs
  · have h2 : ‖f t‖ ≤ C * ‖t ^ 5‖ := hb (by simpa using hs)
    rw [norm_pow, Real.norm_eq_abs] at h2
    linarith
  · have h2 : |L| / ε ^ 5 * ε ^ 5 ≤ |L| / ε ^ 5 * |t| ^ 5 := by gcongr
    rw [div_mul_cancel₀ _ (by positivity)] at h2
    linarith [hL t (abs_le.1 ht), le_abs_self L]
```

With $x=4^{1/3}$, we have $0<x<4$ and $p(4-x)=1$, so $p>0$ and $1-4p=-px<0$. The fractions $(p,p,1-4p,p,p)$ sum to one, and their cubes sum to $4p^3-p^3x^3=0$. `suzuki_fourth_order` checks these identities and applies `palindromic_fourth_order` and `uniform_bound`. Its $M$ may depend on $A$ and $B$, and no value is given.

```lean
/-- Suzuki's five-step formula has a negative middle fraction `1 - 4p`, and its error against
`exp(t(A+B))` is at most `M|t|⁵` for `|t| ≤ 1`, for some `M` independent of `t`. -/
theorem suzuki_fourth_order (A B : Matrix n n ℂ) :
    1 - 4 * suzukiP < 0 ∧ ∃ M, ∀ t : ℝ, |t| ≤ 1 →
      ‖strang A B (suzukiP * t) ^ 2 * strang A B ((1 - 4 * suzukiP) * t)
        * strang A B (suzukiP * t) ^ 2 - exp (t • (A + B))‖ ≤ M * |t| ^ 5 := by
  obtain ⟨x, hx⟩ : ∃ x : ℝ, x = 4 ^ ((1 : ℝ) / 3) := ⟨_, rfl⟩
  have x0 : 0 < x := by rw [hx]; positivity
  have x3 : x ^ 3 = 4 := by
    rw [hx, ← Real.rpow_natCast, ← Real.rpow_mul (by norm_num)]
    norm_num
  have x4 : 0 < 4 - x := by nlinarith [sq_nonneg (x - 4), sq_nonneg (x + 4), sq_nonneg x]
  have hp : suzukiP * (4 - x) = 1 := by
    rw [suzukiP, ← hx]
    exact one_div_mul_cancel x4.ne'
  have p0 : 0 < suzukiP := by
    rw [suzukiP, ← hx]
    positivity
  have hmid : 1 - 4 * suzukiP = -(suzukiP * x) := by linarith
  refine ⟨by rw [hmid]; linarith [mul_pos p0 x0], ?_⟩
  have hE : ∀ X : Matrix n n ℂ, Continuous fun t : ℝ => exp (t • X) := fun X =>
    continuous_iff_continuousAt.2 fun t => (hasDerivAt_exp_smul_const X t).continuousAt
  have hh : Continuous fun t : ℝ => exp ((t / 2) • A) :=
    (hE A).comp (continuous_id.div_const 2)
  have hS : Continuous (strang A B) := (hh.mul (hE B)).mul hh
  have hr : ∀ r : ℝ, Continuous fun t : ℝ => strang A B (r * t) := fun r =>
    hS.comp (continuous_const.mul continuous_id)
  refine uniform_bound (((((hr _).pow 2).mul (hr _)).mul ((hr _).pow 2)).sub (hE _)) ?_
  -- the five fractions satisfy the cubic order condition
  refine (palindromic_fourth_order A B
    [suzukiP, suzukiP, 1 - 4 * suzukiP, suzukiP, suzukiP] (by simp) ?_ ?_).congr_left
    fun t => ?_
  · simp only [List.sum_cons, List.sum_nil]
    ring
  · simp only [List.map_cons, List.map_nil, List.sum_cons, List.sum_nil, hmid]
    linear_combination (-suzukiP ^ 3) * x3
  · simp only [composition, List.map_cons, List.map_nil, List.prod_cons, List.prod_nil,
      mul_one, pow_two, mul_assoc]

end

end SuzukiFourthOrder
```

```lean
#print axioms SuzukiFourthOrder.palindromic_fourth_order
#print axioms SuzukiFourthOrder.backward_step_necessary
#print axioms SuzukiFourthOrder.suzuki_fourth_order
```

```
'SuzukiFourthOrder.palindromic_fourth_order' depends on axioms: [propext, Classical.choice, Quot.sound]
'SuzukiFourthOrder.backward_step_necessary' depends on axioms: [propext, Classical.choice, Quot.sound]
'SuzukiFourthOrder.suzuki_fourth_order' depends on axioms: [propext, Classical.choice, Quot.sound]
```
